# The Dresselhaus-Kip-Kittel valence-band matrix as a sum of four remote-level channels

In silicon and germanium, with spin-orbit coupling neglected, three p-like orbitals meet at the top of the valence band at k = 0. Away from k = 0 they couple, to first order in k, to remote levels, and second-order perturbation theory turns these couplings into a 3 × 3 matrix quadratic in k. Cubic symmetry leaves this matrix three constants, L, M and N, while the remote levels that couple in this way fall into four symmetry types. How do four coupling strengths combine into three band constants, and what do the constants reveal about the strengths?

```lean
import Mathlib

open Matrix
open scoped ComplexOrder

namespace LuttingerKohnValence

noncomputable section
```

## The four couplings

Number the axes and the orbitals 0, 1, 2, and let k = (k₀, k₁, k₂) be real. The remote doublet is written in a complex basis, with phases that are powers of

w = exp(2πi/3).

```lean
/-- The cube root of unity `w = exp(2πi/3)`. -/
def w : ℂ := Complex.exp (2 * Real.pi * Complex.I / 3)
```

The triplets need the Levi-Civita symbol εᵢⱼₘ. It is +1 for cyclic orders of the axes, −1 for anticyclic ones and 0 if an index repeats. Addition in `Fin 3` is modulo 3, which supplies the cyclic order.

```lean
/-- The Levi-Civita symbol on three axes, numbered 0, 1, 2 cyclically. -/
def eps (i j m : Fin 3) : ℤ :=
  if j = i + 1 ∧ m = i + 2 then 1 else if j = i + 2 ∧ m = i + 1 then -1 else 0
```

Each coupling is a matrix whose rows are the valence orbitals and whose columns are the states of the remote level. A single remote state couples as

(W1)ᵢ = kᵢ.

```lean
/-- Coupling of the three valence orbitals to a single remote state: `k_i`. -/
def W1 (k : Fin 3 → ℝ) : Matrix (Fin 3) (Fin 1) ℂ :=
  Matrix.of fun i _ => (k i : ℂ)
```

For the doublet, the two columns are

kᵢ wⁱ and kᵢ w⁻ⁱ.

Counting orbitals from 1 would multiply each column by a phase, which cancels in W2 W2ᴴ, where ᴴ is the conjugate transpose.

```lean
/-- Coupling to a remote doublet: `k_i w^i` and `k_i w^(-i)`. -/
def W2 (k : Fin 3 → ℝ) : Matrix (Fin 3) (Fin 2) ℂ :=
  Matrix.of fun i s => (k i : ℂ) * ![w ^ (i : ℕ), w⁻¹ ^ (i : ℕ)] s
```

The first triplet couples symmetrically, (W3)ᵢⱼ = Σₘ |εᵢⱼₘ| kₘ, with rows

(0, k₂, k₁), (k₂, 0, k₀), (k₁, k₀, 0).

```lean
/-- Symmetric coupling to a remote triplet: `∑ m, |ε_ijm| k_m`. -/
def W3 (k : Fin 3 → ℝ) : Matrix (Fin 3) (Fin 3) ℂ :=
  Matrix.of fun i j => ∑ m, ((|eps i j m| : ℤ) : ℂ) * (k m : ℂ)
```

The second couples antisymmetrically, (W4)ᵢⱼ = Σₘ εᵢⱼₘ kₘ, with rows

(0, k₂, −k₁), (−k₂, 0, k₀), (k₁, −k₀, 0).

```lean
/-- Antisymmetric coupling to a remote triplet: `∑ m, ε_ijm k_m`. -/
def W4 (k : Fin 3 → ℝ) : Matrix (Fin 3) (Fin 3) ℂ :=
  Matrix.of fun i j => ∑ m, (eps i j m : ℂ) * (k m : ℂ)
```

These forms are taken as given; their derivation from the crystal's symmetry group is not part of the development.

## The target matrix and the second-order sum

The Dresselhaus-Kip-Kittel (DKK) matrix D has the entries

Dᵢᵢ = L kᵢ² + M (k₀² + k₁² + k₂² − kᵢ²),

Dᵢⱼ = N kᵢ kⱼ for i ≠ j.

```lean
/-- The Dresselhaus-Kip-Kittel matrix with band constants `L`, `M`, `N`. -/
def dkk (L M N : ℝ) (k : Fin 3 → ℝ) : Matrix (Fin 3) (Fin 3) ℂ :=
  !![(L : ℂ) * k 0 ^ 2 + M * (k 1 ^ 2 + k 2 ^ 2), (N : ℂ) * k 0 * k 1, (N : ℂ) * k 0 * k 2;
     (N : ℂ) * k 1 * k 0, (L : ℂ) * k 1 ^ 2 + M * (k 0 ^ 2 + k 2 ^ 2), (N : ℂ) * k 1 * k 2;
     (N : ℂ) * k 2 * k 0, (N : ℂ) * k 2 * k 1, (L : ℂ) * k 2 ^ 2 + M * (k 0 ^ 2 + k 1 ^ 2)]
```

The second-order sum is

F W1 W1ᴴ + G W2 W2ᴴ + H1 W3 W3ᴴ + H2 W4 W4ᴴ.

The real strengths F, G, H1, H2 stand, up to positive constant factors, for squared momentum matrix elements divided by the valence energy minus the remote energy, summed over levels of one type. A remote level above the valence edge therefore contributes negatively. The free-electron term ħ²k²/2m is left out; including it would shift L and M equally.

```lean
/-- The sum of the four remote-band channels, weighted by the strengths `F`, `G`, `H1`, `H2`. -/
def remoteSum (F G H1 H2 : ℝ) (k : Fin 3 → ℝ) : Matrix (Fin 3) (Fin 3) ℂ :=
  (F : ℂ) • (W1 k * (W1 k)ᴴ) + (G : ℂ) • (W2 k * (W2 k)ᴴ)
    + (H1 : ℂ) • (W3 k * (W3 k)ᴴ) + (H2 : ℂ) • (W4 k * (W4 k)ᴴ)
```

## Each channel is a DKK matrix

Since w is a primitive cube root of unity, its geometric sum vanishes:

1 + w + w² = 0.

Multiplying by w − 1 gives w³ = 1, hence w⁻¹ = w². As the exponent of w is purely imaginary, conjugation also inverts w. The proof follows this order.

```lean
/-- The three cube roots of unity sum to zero, and both the inverse and the conjugate of `w`
are `w ^ 2`. -/
theorem w_relations : w ^ 2 + w + 1 = 0 ∧ w⁻¹ = w ^ 2 ∧ starRingEnd ℂ w = w ^ 2 := by
  have hp : IsPrimitiveRoot w 3 := by
    simpa [w] using Complex.isPrimitiveRoot_exp 3 (by norm_num)
  have hs : w ^ 2 + w + 1 = 0 := by
    have h := hp.geom_sum_eq_zero (by norm_num)
    simp only [Finset.sum_range_succ, Finset.sum_range_zero] at h
    linear_combination h
  have hi : w⁻¹ = w ^ 2 := by
    apply inv_eq_of_mul_eq_one_right
    linear_combination (w - 1) * hs
  have hc : starRingEnd ℂ w = w⁻¹ := by
    rw [w, ← Complex.exp_conj, ← Complex.exp_neg]
    congr 1
    simp only [map_div₀, map_mul, map_ofNat, Complex.conj_ofReal, Complex.conj_I]
    ring
  exact ⟨hs, hi, hc.trans hi⟩
```

For the single state, (W1 W1ᴴ)ᵢⱼ = kᵢkⱼ, so (L, M, N) = (1, 0, 1). The proof compares the nine entries, as do those for the other channels.

```lean
/-- The single-state channel is the DKK matrix with `L = 1`, `M = 0`, `N = 1`. -/
theorem channel_one (k : Fin 3 → ℝ) : W1 k * (W1 k)ᴴ = dkk 1 0 1 k := by
  ext i j
  fin_cases i <;> fin_cases j <;> simp [W1, dkk, Matrix.mul_apply] <;> ring
```

For the doublet,

(W2 W2ᴴ)ᵢⱼ = kᵢkⱼ (wⁱ⁻ʲ + wʲ⁻ⁱ).

On the diagonal the bracket is 2. Off the diagonal the two powers are w and w² in some order, with sum −1. Hence (L, M, N) = (2, 0, −1). Each `linear_combination` line names the multiple of w² + w + 1 = 0 that closes its entry.

```lean
/-- The doublet channel is the DKK matrix with `L = 2`, `M = 0`, `N = -1`. -/
theorem channel_two (k : Fin 3 → ℝ) : W2 k * (W2 k)ᴴ = dkk 2 0 (-1) k := by
  obtain ⟨hs, hi, hc⟩ := w_relations
  have h4 : (w ^ 2) ^ 2 = w := by linear_combination (w ^ 2 - w) * hs
  ext i j
  -- every phase is reduced to 1, w or w ^ 2; the rest follows from w ^ 2 + w + 1 = 0
  fin_cases i <;> fin_cases j <;>
    simp [W2, dkk, Matrix.mul_apply, Fin.sum_univ_two, hi, hc, h4]
  · ring
  · linear_combination (k 0 * k 1 : ℂ) * hs
  · linear_combination (k 0 * k 2 : ℂ) * hs
  · linear_combination (k 1 * k 0 : ℂ) * hs
  · linear_combination (2 * k 1 ^ 2 * (w - 1) : ℂ) * hs
  · linear_combination (k 1 * k 2 * (w ^ 2 - w + 1) : ℂ) * hs
  · linear_combination (k 2 * k 0 : ℂ) * hs
  · linear_combination (k 2 * k 1 * (w ^ 2 - w + 1) : ℂ) * hs
  · linear_combination (2 * k 2 ^ 2 * (w - 1) : ℂ) * hs
```

For the symmetric triplet, the squared length of row i is the sum of the other two kⱼ². Two different rows i and j are both nonzero only in the column of the third axis, where their entries are kⱼ and kᵢ. Hence (L, M, N) = (0, 1, 1).

```lean
/-- The symmetric triplet channel is the DKK matrix with `L = 0`, `M = 1`, `N = 1`. -/
theorem channel_three (k : Fin 3 → ℝ) : W3 k * (W3 k)ᴴ = dkk 0 1 1 k := by
  ext i j
  fin_cases i <;> fin_cases j <;>
    simp [W3, dkk, eps, Matrix.mul_apply, Fin.sum_univ_three] <;> ring
```

In the antisymmetric triplet those two entries have opposite signs, so the off-diagonal product is −kᵢkⱼ and (L, M, N) = (0, 1, −1).

```lean
/-- The antisymmetric triplet channel is the DKK matrix with `L = 0`, `M = 1`, `N = -1`. -/
theorem channel_four (k : Fin 3 → ℝ) : W4 k * (W4 k)ᴴ = dkk 0 1 (-1) k := by
  ext i j
  fin_cases i <;> fin_cases j <;>
    simp [W4, dkk, eps, Matrix.mul_apply, Fin.sum_univ_three] <;> ring
```

The DKK matrix is linear in its constants, so the weighted channels add up to

L = F + 2G, M = H1 + H2, N = F − G + H1 − H2.

The theorem holds for all real strengths and every real k. Its proof substitutes the four channel results and compares entries.

```lean
/-- The four remote-band channels add up to the Dresselhaus-Kip-Kittel matrix with
`L = F + 2G`, `M = H1 + H2`, `N = F - G + H1 - H2`. -/
theorem remoteSum_eq_dkk (F G H1 H2 : ℝ) (k : Fin 3 → ℝ) :
    remoteSum F G H1 H2 k = dkk (F + 2 * G) (H1 + H2) (F - G + H1 - H2) k := by
  rw [remoteSum, channel_one, channel_two, channel_three, channel_four]
  ext i j
  fin_cases i <;> fin_cases j <;> simp [dkk] <;> ring
```

## Three constants cannot fix four strengths

The matrix, known at all k, determines its constants. At k = (1, 0, 0) the first two diagonal entries are L and M; at k = (1, 1, 0) the entry in row 0, column 1 is N.

```lean
/-- The DKK matrix, known at all wave vectors, determines its three band constants. -/
theorem dkk_injective {L M N L' M' N' : ℝ} (h : ∀ k, dkk L M N k = dkk L' M' N' k) :
    L = L' ∧ M = M' ∧ N = N' := by
  -- a wave vector along an axis gives L and M, one along a face diagonal gives N
  have hL := congrFun (congrFun (h ![1, 0, 0]) 0) 0
  have hM := congrFun (congrFun (h ![1, 0, 0]) 1) 1
  have hN := congrFun (congrFun (h ![1, 1, 0]) 0) 1
  simp [dkk] at hL hM hN
  exact ⟨hL, hM, hN⟩
```

Two sets of strengths therefore give the same matrix at all k exactly when L, M and N agree. Let ΔF, ΔG, ΔH1, ΔH2 be the differences between the sets, and write ΔG = 2t. Equal L gives ΔF = −4t, and equal M gives ΔH2 = −ΔH1. Equal N then requires

−4t − 2t + 2ΔH1 = 0,

so ΔH1 = 3t. Within this spinless, one-electron, second-order model, a fit of L, M and N to band data leaves one combination of the strengths undetermined.

```lean
/-- Two sets of channel strengths give the same matrix at all wave vectors exactly when they
differ by a multiple of `(-4, 2, 3, -3)`. -/
theorem same_bands_iff (F G H1 H2 F' G' H1' H2' : ℝ) :
    (∀ k, remoteSum F G H1 H2 k = remoteSum F' G' H1' H2' k) ↔
      ∃ t : ℝ, F' = F - 4 * t ∧ G' = G + 2 * t ∧ H1' = H1 + 3 * t ∧ H2' = H2 - 3 * t := by
  simp only [remoteSum_eq_dkk]
  constructor
  · intro h
    obtain ⟨hL, hM, hN⟩ := dkk_injective h
    exact ⟨(G' - G) / 2, by linarith, by linarith, by linarith, by linarith⟩
  · rintro ⟨t, rfl, rfl, rfl, rfl⟩ k
    congr 1 <;> ring
```

Take (F, G, H1, H2) = (−1, −3, −4, −1) in arbitrary units. Then

L = −1 − 6 = −7, M = −4 − 1 = −5, N = −1 + 3 − 4 + 1 = −1.

At k = (1, 1, 0) the diagonal is (−12, −12, −10), and the only off-diagonal element, between orbitals 0 and 1, is −1. The eigenvalues are −13, −11 and −10. The choice t = 1 gives the strengths (−5, −1, −1, −4), with the same L, M and N.

## Band constants from remote levels above the valence edge

If all remote levels lie above the valence edge, all four strengths are nonpositive. For any vector v and any coupling W,

vᴴ W Wᴴ v = |Wᴴ v|² ≥ 0,

so the second-order sum is negative semidefinite: this part of the energy never bends a band upwards. Lean states this as positive semidefiniteness of the negated sum and builds it from the four channels.

```lean
/-- If all four channel strengths are nonpositive, the matrix is negative semidefinite at every
wave vector. -/
theorem remoteSum_neg_posSemidef {F G H1 H2 : ℝ} (hF : F ≤ 0) (hG : G ≤ 0) (h1 : H1 ≤ 0)
    (h2 : H2 ≤ 0) (k : Fin 3 → ℝ) : (-remoteSum F G H1 H2 k).PosSemidef := by
  have e : -remoteSum F G H1 H2 k =
      ((-F : ℝ) : ℂ) • (W1 k * (W1 k)ᴴ) + ((-G : ℝ) : ℂ) • (W2 k * (W2 k)ᴴ)
        + ((-H1 : ℝ) : ℂ) • (W3 k * (W3 k)ᴴ) + ((-H2 : ℝ) : ℂ) • (W4 k * (W4 k)ᴴ) := by
    simp only [remoteSum, Complex.ofReal_neg]
    module
  rw [e]
  have pos : ∀ {x : ℝ}, x ≤ 0 → (0 : ℂ) ≤ ((-x : ℝ) : ℂ) := fun hx =>
    Complex.zero_le_real.mpr (by linarith)
  exact ((((posSemidef_self_mul_conjTranspose (W1 k)).smul (pos hF)).add
    ((posSemidef_self_mul_conjTranspose (W2 k)).smul (pos hG))).add
    ((posSemidef_self_mul_conjTranspose (W3 k)).smul (pos h1))).add
    ((posSemidef_self_mul_conjTranspose (W4 k)).smul (pos h2))
```

Nonpositive strengths also restrict the constants. Clearly L ≤ 0 and M ≤ 0, and

N − (L + M) = −3G − 2H2 ≥ 0,

N + L/2 + M = 3F/2 + 2H1 ≤ 0.

Conversely, these four inequalities suffice. If N ≤ M − L/2, set H2 = 0 and solve for the rest:

F = (L − 2M + 2N)/3, G = (L + M − N)/3, H1 = M.

If N ≥ M − L/2, set F = 0 instead:

G = L/2, H1 = (M + L/2 + N)/2, H2 = (M − L/2 − N)/2.

In each case the assumed inequalities make every strength nonpositive. The proof makes the same case split, and `linarith` checks the signs.

```lean
/-- Band constants `L`, `M`, `N` arise from nonpositive channel strengths if and only if
`L ≤ 0`, `M ≤ 0` and `L + M ≤ N ≤ -(L/2 + M)`. -/
theorem nonpositive_strengths_iff (L M N : ℝ) :
    (∃ F G H1 H2 : ℝ, F ≤ 0 ∧ G ≤ 0 ∧ H1 ≤ 0 ∧ H2 ≤ 0 ∧
      ∀ k, remoteSum F G H1 H2 k = dkk L M N k) ↔
    L ≤ 0 ∧ M ≤ 0 ∧ L + M ≤ N ∧ N ≤ -(L / 2 + M) := by
  simp only [remoteSum_eq_dkk]
  constructor
  · rintro ⟨F, G, H1, H2, hF, hG, h1, h2, h⟩
    obtain ⟨hL, hM, hN⟩ := dkk_injective h
    exact ⟨by linarith, by linarith, by linarith, by linarith⟩
  · rintro ⟨hL, hM, hlo, hhi⟩
    rcases le_total N (M - L / 2) with hN | hN
    · -- the antisymmetric triplet channel is not needed
      refine ⟨(L - 2 * M + 2 * N) / 3, (L + M - N) / 3, M, 0,
        by linarith, by linarith, hM, le_refl 0, fun k => ?_⟩
      congr 1 <;> ring
    · -- the single-state channel is not needed
      refine ⟨0, L / 2, (M + L / 2 + N) / 2, (M - L / 2 - N) / 2,
        le_refl 0, by linarith, by linarith, by linarith, fun k => ?_⟩
      congr 1 <;> ring

end

end LuttingerKohnValence
```

```lean
#print axioms LuttingerKohnValence.remoteSum_eq_dkk
-- 'LuttingerKohnValence.remoteSum_eq_dkk' depends on axioms: [propext, Classical.choice, Quot.sound]
#print axioms LuttingerKohnValence.same_bands_iff
-- 'LuttingerKohnValence.same_bands_iff' depends on axioms: [propext, Classical.choice, Quot.sound]
#print axioms LuttingerKohnValence.remoteSum_neg_posSemidef
-- 'LuttingerKohnValence.remoteSum_neg_posSemidef' depends on axioms: [propext, Classical.choice, Quot.sound]
#print axioms LuttingerKohnValence.nonpositive_strengths_iff
-- 'LuttingerKohnValence.nonpositive_strengths_iff' depends on axioms: [propext, Classical.choice, Quot.sound]
```
